# Geometric convergence of the TB09 weight iteration when B L < 2√m

Suppose that the density-gradient average G(c) produced by the TB09 weight c satisfies G(c) ≥ m > 0 for every real c and has Lipschitz constant L. If B ≥ 0 and B L < 2√m, then the self-consistency equation

c = A + B √G(c)

has exactly one real solution. Repeated updating converges to it from every start, and each step multiplies the error by at most q = B L / (2√m) < 1.

In the TB09 potential, used for band gaps of solids, c multiplies the Becke–Roussel exchange potential, and 3c − 2 multiplies a term that depends on the kinetic-energy density. The weight c is computed from g, the cell average of |∇ρ|/ρ, with fixed parameters A and B. Since the density ρ depends on the weight used, g = G(c).

In Lean 4 with Mathlib:

```lean
import Mathlib

open Filter Topology

namespace TB09SelfConsistency

noncomputable section
```

Each theorem below has the same layout: named hypotheses in round brackets, the statement after the colon, and the proof after `:= by`. Variables in curly brackets are inferred from the context.

## The update as a map of one real number

```lean
/-- The TB09 update: the weight `c` produces the density-gradient average `G c`, from which
the new weight `A + B √(G c)` is computed. -/
def tb09Update (A B : ℝ) (G : ℝ → ℝ) (c : ℝ) : ℝ := A + B * √(G c)
```

This defines T(c) = A + B √G(c), and a self-consistent weight is a solution of T(c) = c. The type `ℝ → ℝ` makes G a function of a single real number. It stands for a whole calculation: fix c, converge the density, average |∇ρ|/ρ over the cell. That this gives one well-defined number for each c is assumed. A scheme that changes c while the density is still unconverged is a different iteration.

## How far one update can stretch distances

```lean
/-- On numbers bounded below by `m > 0` the square root has Lipschitz constant `1 / (2 √m)`. -/
theorem abs_sqrt_sub_sqrt_le {m x y : ℝ} (hm : 0 < m) (hx : m ≤ x) (hy : m ≤ y) :
    |√x - √y| ≤ |x - y| / (2 * √m) := by
  have hs : 0 < √m := Real.sqrt_pos.mpr hm
  have hu : √m ≤ √x := Real.sqrt_le_sqrt hx
  have hv : √m ≤ √y := Real.sqrt_le_sqrt hy
  have hx2 : √x ^ 2 = x := Real.sq_sqrt (hm.le.trans hx)
  have hy2 : √y ^ 2 = y := Real.sq_sqrt (hm.le.trans hy)
  have e : |x - y| = |√x - √y| * (√x + √y) := by
    have e' : x - y = (√x - √y) * (√x + √y) := by linear_combination hy2 - hx2
    have hp : 0 ≤ √x + √y := by positivity
    rw [e', abs_mul, abs_of_nonneg hp]
  rw [le_div_iff₀ (by positivity), e]
  exact mul_le_mul_of_nonneg_left (by linarith) (abs_nonneg _)
```

For x, y ≥ m the statement is |√x − √y| ≤ |x − y| / (2√m). By hand, factor the difference:

|x − y| = |√x − √y| (√x + √y) ≥ |√x − √y| · 2√m.

The proof does the same. `linear_combination` verifies the factorisation from the squares of the roots, and the last line uses that both roots are at least √m.

```lean
/-- If the gradient average is at least `m > 0` and has Lipschitz constant `L`, and `B ≥ 0`,
one TB09 update multiplies the distance of two weights by at most `B L / (2 √m)`. -/
theorem update_lipschitz {A B m L : ℝ} {G : ℝ → ℝ} (hB : 0 ≤ B) (hm : 0 < m)
    (hGm : ∀ c, m ≤ G c) (hG : ∀ c d, |G c - G d| ≤ L * |c - d|) (c d : ℝ) :
    |tb09Update A B G c - tb09Update A B G d| ≤ B * L / (2 * √m) * |c - d| := by
  have e : tb09Update A B G c - tb09Update A B G d = B * (√(G c) - √(G d)) := by
    unfold tb09Update; ring
  have h := hG c d
  calc |tb09Update A B G c - tb09Update A B G d| = B * |√(G c) - √(G d)| := by
        rw [e, abs_mul, abs_of_nonneg hB]
    _ ≤ B * (|G c - G d| / (2 * √m)) :=
        mul_le_mul_of_nonneg_left (abs_sqrt_sub_sqrt_le hm (hGm c) (hGm d)) hB
    _ ≤ B * (L * |c - d| / (2 * √m)) := by gcongr
    _ = B * L / (2 * √m) * |c - d| := by ring
```

Two hypotheses carry the physics. `hGm` says that G(c) ≥ m for every c: the density stays inhomogeneous by a fixed minimum amount. `hG` says that |G(c) − G(d)| ≤ L |c − d|: the average of |∇ρ|/ρ responds to the weight at a bounded rate. Both are required for all real weights, and neither is derived from the Kohn–Sham equations. The `calc` block is the calculation by hand:

|T(c) − T(d)| = B |√G(c) − √G(d)| ≤ B |G(c) − G(d)| / (2√m) ≤ q |c − d|.

## A solution exists for any Lipschitz constant

```lean
/-- For `B ≥ 0` and a nonnegative gradient average with any Lipschitz constant `L`, there is a
self-consistent weight `c ≥ A`, and it satisfies `(c - A)² = B² G(c)`. -/
theorem exists_selfConsistent {A B L : ℝ} {G : ℝ → ℝ} (hB : 0 ≤ B) (hG0 : ∀ c, 0 ≤ G c)
    (hG : ∀ c d, |G c - G d| ≤ L * |c - d|) :
    ∃ c, A ≤ c ∧ tb09Update A B G c = c ∧ (c - A) ^ 2 = B ^ 2 * G c := by
  have hL : 0 ≤ L := by simpa using (abs_nonneg _).trans (hG 1 0)
  have hcont : Continuous G :=
    (LipschitzWith.of_dist_le_mul (K := ⟨L, hL⟩) (fun c d => by
      rw [Real.dist_eq, Real.dist_eq]; exact hG c d)).continuous
  -- the square root grows more slowly than `c`, so the update is at most `c` at `c = A + t`
  obtain ⟨t, ht⟩ : ∃ t, t = B ^ 2 * L + B * √(G A) := ⟨_, rfl⟩
  have ht0 : 0 ≤ t := by rw [ht]; positivity
  have hr : √(G A) ^ 2 = G A := Real.sq_sqrt (hG0 A)
  have hgrow : G (A + t) ≤ G A + L * t := by
    have h := (le_abs_self _).trans (hG (A + t) A)
    rw [add_sub_cancel_left, abs_of_nonneg ht0] at h
    linarith
  have hsq : (B * √(G (A + t))) ^ 2 ≤ t ^ 2 := by
    have e : t ^ 2 = B ^ 2 * (G A + L * t) + B * √(G A) * (B ^ 2 * L) := by
      linear_combination (t + B * √(G A)) * ht + B ^ 2 * hr
    have hp : 0 ≤ B * √(G A) * (B ^ 2 * L) := by positivity
    have h := mul_le_mul_of_nonneg_left hgrow (sq_nonneg B)
    rw [mul_pow, Real.sq_sqrt (hG0 _)]
    linarith
  have hup : B * √(G (A + t)) ≤ t := by
    by_contra h
    have h' := not_le.mp h
    nlinarith
  have hf : Continuous (fun c => c - (A + B * √(G c))) :=
    continuous_id.sub (continuous_const.add (continuous_const.mul hcont.sqrt))
  have hlow : 0 ≤ B * √(G A) := by positivity
  obtain ⟨c, hc, hfc⟩ := intermediate_value_Icc (show A ≤ A + t by linarith) hf.continuousOn
    (show (0 : ℝ) ∈ Set.Icc (A - (A + B * √(G A))) (A + t - (A + B * √(G (A + t)))) from
      ⟨by linarith, by linarith⟩)
  have hfc' : c - (A + B * √(G c)) = 0 := hfc
  refine ⟨c, hc.1, by unfold tb09Update; linarith, ?_⟩
  rw [show c - A = B * √(G c) by linarith, mul_pow, Real.sq_sqrt (hG0 c)]
```

Here G need only be nonnegative, and L may be as large as one likes. The theorem gives a self-consistent c ≥ A, which also satisfies (c − A)² = B² G(c).

The argument looks for a sign change of f(c) = c − T(c). At c = A, f(A) = −B √G(A) ≤ 0. For the other end, set

t = B² L + B √G(A).

Multiplying by t and inserting the definition once more gives

t² = B² (G(A) + L t) + B³ L √G(A) ≥ B² G(A + t),

because G(A + t) ≤ G(A) + L t and the last term is nonnegative. Hence B √G(A + t) ≤ t, which is f(A + t) ≥ 0. The Lipschitz bound makes G continuous, so f is continuous and vanishes somewhere between A and A + t.

In the code, `hgrow` is the growth bound, `hsq` the comparison of squares and `hup` its square root. `intermediate_value_Icc` is the intermediate value theorem on a closed interval.

## At most one solution, even at B L = 2√m

```lean
/-- If `B ≥ 0`, the gradient average is at least `m > 0` with Lipschitz constant `L`, and
`B L ≤ 2 √m`, then two self-consistent weights coincide. -/
theorem selfConsistent_unique {A B m L : ℝ} {G : ℝ → ℝ} (hB : 0 ≤ B) (hm : 0 < m)
    (hGm : ∀ c, m ≤ G c) (hG : ∀ c d, |G c - G d| ≤ L * |c - d|) (hBL : B * L ≤ 2 * √m)
    {c d : ℝ} (hc : tb09Update A B G c = c) (hd : tb09Update A B G d = d) : c = d := by
  unfold tb09Update at hc hd
  have hu : √m ≤ √(G c) := Real.sqrt_le_sqrt (hGm c)
  have hv : √m ≤ √(G d) := Real.sqrt_le_sqrt (hGm d)
  have hc2 : √(G c) ^ 2 = G c := Real.sq_sqrt (hm.le.trans (hGm c))
  have hd2 : √(G d) ^ 2 = G d := Real.sq_sqrt (hm.le.trans (hGm d))
  have e : c - d = B * (√(G c) - √(G d)) := by linear_combination hd - hc
  have e1 : |c - d| = B * |√(G c) - √(G d)| := by rw [e, abs_mul, abs_of_nonneg hB]
  have e2 : |G c - G d| = |√(G c) - √(G d)| * (√(G c) + √(G d)) := by
    have e' : G c - G d = (√(G c) - √(G d)) * (√(G c) + √(G d)) := by
      linear_combination hd2 - hc2
    have hp : 0 ≤ √(G c) + √(G d) := by positivity
    rw [e', abs_mul, abs_of_nonneg hp]
  have h := hG c d
  rw [e1, e2] at h
  by_contra hne
  have hpos : 0 < |√(G c) - √(G d)| := abs_pos.mpr fun h0 => hne (by
    rw [h0, mul_zero] at e; linarith)
  -- cancelling the difference forces both roots down to `√m`
  have hsum : √(G c) + √(G d) ≤ B * L := le_of_mul_le_mul_left (by linarith) hpos
  have h0 : √(G c) - √(G d) = 0 := by linarith
  rw [h0, abs_zero] at hpos
  exact lt_irrefl _ hpos
```

Let c and d both be self-consistent, and write u = √G(c) and v = √G(d). Subtracting the two equations gives c − d = B (u − v). The Lipschitz bound then reads

|u − v| (u + v) = |G(c) − G(d)| ≤ L |c − d| = B L |u − v|.

If c ≠ d, then u ≠ v, and cancelling |u − v| leaves u + v ≤ B L ≤ 2√m. But u and v are each at least √m, so both equal √m, which contradicts u ≠ v. The proof follows this line: `by_contra` assumes c ≠ d, `hsum` is the cancelled inequality and `h0` the forced equality.

## Convergence from every start

```lean
/-- Let `B ≥ 0` and let the gradient average be at least `m > 0` with Lipschitz constant `L`. If
`B L < 2 √m`, there is exactly one self-consistent TB09 weight, and from every start the iteration
converges to it, each step multiplying the error by at most `B L / (2 √m) < 1`. -/
theorem tb09_converges {A B m L : ℝ} {G : ℝ → ℝ} (hB : 0 ≤ B) (hm : 0 < m)
    (hGm : ∀ c, m ≤ G c) (hG : ∀ c d, |G c - G d| ≤ L * |c - d|) (hBL : B * L < 2 * √m) :
    B * L / (2 * √m) < 1 ∧ ∃ c, tb09Update A B G c = c ∧
      (∀ d, tb09Update A B G d = d → d = c) ∧
      ∀ c₀, (∀ n : ℕ, |(tb09Update A B G)^[n] c₀ - c| ≤ (B * L / (2 * √m)) ^ n * |c₀ - c|) ∧
        Tendsto (fun n : ℕ => (tb09Update A B G)^[n] c₀) atTop (𝓝 c) := by
  have hs : 0 < √m := Real.sqrt_pos.mpr hm
  have hL : 0 ≤ L := by simpa using (abs_nonneg _).trans (hG 1 0)
  have hq0 : 0 ≤ B * L / (2 * √m) := by positivity
  have hq1 : B * L / (2 * √m) < 1 := by
    rw [div_lt_iff₀ (by positivity)]; linarith
  obtain ⟨c, -, hc, -⟩ := exists_selfConsistent (A := A) hB (fun c => hm.le.trans (hGm c)) hG
  refine ⟨hq1, c, hc, fun d hd => selfConsistent_unique hB hm hGm hG hBL.le hd hc,
    fun c₀ => ?_⟩
  have hbound : ∀ n : ℕ,
      |(tb09Update A B G)^[n] c₀ - c| ≤ (B * L / (2 * √m)) ^ n * |c₀ - c| := by
    intro n
    induction n with
    | zero => simp
    | succ n ih =>
      have h := update_lipschitz (A := A) hB hm hGm hG ((tb09Update A B G)^[n] c₀) c
      rw [hc] at h
      rw [Function.iterate_succ_apply', pow_succ', mul_assoc]
      exact h.trans (mul_le_mul_of_nonneg_left ih hq0)
  refine ⟨hbound, ?_⟩
  have hlim := (tendsto_pow_atTop_nhds_zero_of_lt_one hq0 hq1).mul_const |c₀ - c|
  rw [zero_mul] at hlim
  rw [tendsto_iff_dist_tendsto_zero]
  exact squeeze_zero (fun _ => dist_nonneg) (fun n => by rw [Real.dist_eq]; exact hbound n) hlim
```

The symbol `∧` means "and". The statement says that q < 1 and that there is a c which solves the equation, equals every other solution d, and attracts every start c₀. The notation `(tb09Update A B G)^[n] c₀` is the weight cₙ after n updates, and `Tendsto … atTop (𝓝 c)` says that cₙ → c as n → ∞.

Existence and uniqueness come from the two preceding theorems. The error bound is an induction on n. It is an equality at n = 0, and since T(c) = c,

|cₙ₊₁ − c| = |T(cₙ) − T(c)| ≤ q |cₙ − c| ≤ qⁿ⁺¹ |c₀ − c|.

As qⁿ → 0, the error is squeezed to zero (`squeeze_zero`).

## Judging the error from one update

```lean
/-- Stopping criterion: let `B ≥ 0`, let the gradient average be at least `m > 0` with Lipschitz
constant `L`, and let `B L < 2 √m`. Then the distance of any weight `x` to a self-consistent weight
`c` is at most the change of `x` in one update, divided by `1 - B L / (2 √m)`. -/
theorem error_le_residual {A B m L : ℝ} {G : ℝ → ℝ} (hB : 0 ≤ B) (hm : 0 < m)
    (hGm : ∀ c, m ≤ G c) (hG : ∀ c d, |G c - G d| ≤ L * |c - d|) (hBL : B * L < 2 * √m)
    {c : ℝ} (hc : tb09Update A B G c = c) (x : ℝ) :
    |x - c| ≤ |tb09Update A B G x - x| / (1 - B * L / (2 * √m)) := by
  have hq1 := (tb09_converges (A := A) hB hm hGm hG hBL).1
  have h := update_lipschitz (A := A) hB hm hGm hG x c
  rw [hc] at h
  have htri := abs_sub_le x (tb09Update A B G x) c
  rw [abs_sub_comm x (tb09Update A B G x)] at htri
  rw [le_div_iff₀ (by linarith)]
  linarith
```

For any trial weight x, the triangle inequality and the contraction give

|x − c| ≤ |x − T(x)| + |T(x) − c| ≤ |T(x) − x| + q |x − c|,

so |x − c| ≤ |T(x) − x| / (1 − q). In this one-parameter model, the change in a single update therefore gives a stopping criterion, provided that valid bounds m and L with B L < 2√m are known.

## Two solutions can occur above the threshold

```lean
/-- A model gradient average: constant `m` up to the weight `A + B √m`, then linear with slope `L`.
-/
def kinkedAverage (A B m L c : ℝ) : ℝ := m + L * max (c - (A + B * √m)) 0
```

This model average equals m up to the weight c₁ = A + B√m and then rises with slope L. It is a mathematical example and does not come from a density.

```lean
/-- The threshold is sharp: if `B ≥ 0`, `m > 0` and `B L > 2 √m`, the kinked average is at least
`m` and has Lipschitz constant `L`, yet two different weights are self-consistent. -/
theorem two_solutions_above_threshold {A B m L : ℝ} (hB : 0 ≤ B) (hm : 0 < m)
    (hBL : 2 * √m < B * L) :
    (∀ c, m ≤ kinkedAverage A B m L c) ∧
    (∀ c d, |kinkedAverage A B m L c - kinkedAverage A B m L d| ≤ L * |c - d|) ∧
    tb09Update A B (kinkedAverage A B m L) (A + B * √m) = A + B * √m ∧
    tb09Update A B (kinkedAverage A B m L) (A + B * √m + B * (B * L - 2 * √m))
      = A + B * √m + B * (B * L - 2 * √m) ∧
    A + B * √m ≠ A + B * √m + B * (B * L - 2 * √m) := by
  have hs : 0 < √m := Real.sqrt_pos.mpr hm
  have hs2 : √m ^ 2 = m := Real.sq_sqrt hm.le
  have hL : 0 ≤ L := by
    by_contra h
    have h' := not_le.mp h
    nlinarith [mul_nonneg hB (neg_nonneg.mpr h'.le)]
  have hB' : 0 < B := by
    refine lt_of_le_of_ne hB fun h => ?_
    rw [← h, zero_mul] at hBL
    linarith
  have hgap : 0 < B * (B * L - 2 * √m) := mul_pos hB' (by linarith)
  refine ⟨fun c => ?_, fun c d => ?_, ?_, ?_, by linarith⟩
  · have h := mul_nonneg hL (le_max_right (c - (A + B * √m)) 0)
    unfold kinkedAverage
    linarith
  · have h := abs_max_sub_max_le_abs (c - (A + B * √m)) (d - (A + B * √m)) 0
    rw [sub_sub_sub_cancel_right] at h
    unfold kinkedAverage
    rw [add_sub_add_left_eq_sub, ← mul_sub, abs_mul, abs_of_nonneg hL]
    exact mul_le_mul_of_nonneg_left h hL
  · simp [tb09Update, kinkedAverage]
  · -- at the second weight the average is the perfect square `(B L - √m)²`
    have e : kinkedAverage A B m L (A + B * √m + B * (B * L - 2 * √m)) = (B * L - √m) ^ 2 := by
      unfold kinkedAverage
      rw [add_sub_cancel_left, max_eq_left hgap.le]
      linear_combination -hs2
    unfold tb09Update
    rw [e, Real.sqrt_sq (by linarith)]
    ring

end

end TB09SelfConsistency
```

Whenever B L > 2√m, this G obeys the same two bounds, yet two weights are self-consistent. The first is c₁, since G(c₁) = m. The second is c₂ = c₁ + B (B L − 2√m), where

G(c₂) = m + L B (B L − 2√m) = (B L − √m)².

As B L > √m, the root is B L − √m, and

T(c₂) = A + B (B L − √m) = c₂.

The five parts of the statement are the two bounds, the two solutions and their being different. Above the threshold, then, m and L alone no longer guarantee uniqueness, although a particular G may still have a single solution.

```lean
#print axioms TB09SelfConsistency.tb09_converges
#print axioms TB09SelfConsistency.error_le_residual
#print axioms TB09SelfConsistency.two_solutions_above_threshold
```

```
'TB09SelfConsistency.tb09_converges' depends on axioms: [propext, Classical.choice, Quot.sound]
'TB09SelfConsistency.error_le_residual' depends on axioms: [propext, Classical.choice, Quot.sound]
'TB09SelfConsistency.two_solutions_above_threshold' depends on axioms: [propext, Classical.choice, Quot.sound]
```
